# A classical bound charge with purely radiative damping has equal extinction and scattering cross sections

A bound charge $e \neq 0$ of mass $m$, driven by light of angular frequency $w$ and slowed by a friction force $-mg$ times its velocity, with damping rate $g = 2e^2w^2/(3mc^3)$, should take from the wave exactly the power that it radiates. In terms of its polarizability $\alpha$, and in Gaussian units, this says

$$\frac{4\pi w}{c}\,\mathrm{Im}\,\alpha = \frac{8\pi}{3}\left(\frac{w}{c}\right)^4|\alpha|^2 .$$

I know the usual argument with complex amplitudes, but I would like to see it made rigorous, from the time averages up to the cross sections, and checked by machine. Is this damping rate also the only one that works?

## The balance singles out one positive damping rate

Yes: for a charged oscillator with damping rate $g>0$, the two cross sections are equal if and only if $g = 2e^2w^2/(3mc^3)$, and their common value is then strictly positive. The Lean file below proves this for a single classical dipole in steady state, in Gaussian units, with $c$ the speed of light.

### From time averages to cross sections

Let the field be $E(t)=\mathrm{Re}(E_0e^{-iwt})$ and the dipole moment $d(t)=\mathrm{Re}(\alpha E_0e^{-iwt})$, with $w>0$. A signal with complex amplitude $A=A_r+iA_i$ is

$$\mathrm{Re}(Ae^{-iwt}) = A_r\cos wt + A_i\sin wt ,$$

and its time derivative has amplitude $-iwA$. Over one period $\cos^2 wt$ and $\sin^2 wt$ average to $1/2$ and $\sin wt\cos wt$ to zero, so the product of two signals with amplitudes $A$ and $B$ averages to

$$\tfrac12(A_rB_r+A_iB_i)=\tfrac12\mathrm{Re}(A\bar B).$$

Three averages follow, written with angle brackets.

- **Work done by the field.** With $A=E_0$ and $B=-iw\alpha E_0$, $\langle E\,d'\rangle=\tfrac12\mathrm{Re}(iw\bar\alpha)|E_0|^2=\tfrac w2\,\mathrm{Im}\,\alpha\,|E_0|^2$.
- **Energy flux.** $\frac{c}{4\pi}\langle E^2\rangle=\frac{c}{8\pi}|E_0|^2$.
- **Radiated power.** $d''$ has amplitude $-w^2\alpha E_0$, so Larmor's formula gives $\frac{2}{3c^3}\langle d''^2\rangle=\frac{w^4}{3c^3}|\alpha|^2|E_0|^2$.

The work is therefore $4\pi w\,\mathrm{Im}\,\alpha/c$ times the flux, and the radiated power is $\frac{8\pi}{3}(w/c)^4|\alpha|^2$ times the flux. These two factors are the extinction and the scattering cross section.

Now let the dipole obey $m(d''+g\,d'+w_0^2d)=e^2E$, where $w_0$ is the natural frequency. Its amplitude equation gives

$$\alpha=\frac{e^2/m}{D},\qquad D=w_0^2-w^2-igw .$$

Hence $\mathrm{Im}\,\alpha=(e^2/m)\,gw/|D|^2$ and $|\alpha|^2=(e^2/m)^2/|D|^2$, so that $e^2\,\mathrm{Im}\,\alpha=mgw|\alpha|^2$. Substituting this into the difference of the cross sections gives

$$\frac{4\pi w}{c}\mathrm{Im}\,\alpha-\frac{8\pi}{3}\left(\frac wc\right)^4|\alpha|^2=\frac{4\pi mw^2|\alpha|^2}{c\,e^2}\left(g-\frac{2e^2w^2}{3mc^3}\right).$$

The prefactor is positive, so the difference vanishes exactly when the bracket does.

### Numbers at and near resonance

Take $m=e=c=w=1$, so the radiative rate is $2/3$. These values are chosen for easy arithmetic; for an electron in visible light $g/w$ is far below 1.

- At resonance, $w_0=1$, we get $\alpha=1/(-2i/3)=3i/2$. Extinction is $4\pi\cdot\frac32=6\pi$ and scattering is $\frac{8\pi}{3}\cdot\frac94=6\pi$.
- Off resonance, with $w_0^2=5/3$, we get $\alpha=\frac34(1+i)$, and both cross sections are $3\pi$.
- At resonance with the doubled rate $g=4/3$, we get $\alpha=3i/4$. Extinction is $3\pi$ but scattering only $3\pi/2$: the other half goes into the additional damping.

### What the Lean statements say

`harmonic A w` is the real signal with complex amplitude `A`, and `periodAverage` is $w/2\pi$ times the integral from $0$ to $2\pi/w$. `meanWork`, `meanFlux` and `meanRadiated` are averages of actual time signals and their derivatives. The cross sections `extinction` and `scattering` are defined by their formulas, and `meanWork_eq_extinction` and `meanRadiated_eq_scattering` tie them to the averages. Both are written as "power equals cross section times flux", so they include $E_0=0$.

`extinction_eq_scattering_iff` is the equivalence, for positive `m`, `c`, `g`, `w` and nonzero `e`. If `e` were zero, both cross sections would vanish at every damping rate and uniqueness would fail. The condition `0 < g` keeps the denominator nonzero even at resonance. The natural frequency `w0` is any real number; zero describes a free charge. `radiative_damping_balance` inserts the radiative rate and gives positivity and equality. Multiplying that equality by the flux shows that work and radiated power agree for every $E_0$, a consequence the file leaves unstated.

The field is a scalar, its component along a fixed polarization direction, evaluated at a point dipole. Larmor's formula and the flux formula enter as definitions and are not derived from Maxwell's equations. The radiative rate is likewise postulated: it stands for the reaction of the charge's own field on its motion.

```lean
import Mathlib

open scoped Real ComplexConjugate

namespace RadiativeDampingBalance

noncomputable section

/-- The real signal `Re (A exp(-iwt))` with complex amplitude `A`. -/
def harmonic (A : ℂ) (w t : ℝ) : ℝ := (A * Complex.exp (-(Complex.I * w * t))).re

/-- The average of `f` over one period `2π/w`. -/
def periodAverage (w : ℝ) (f : ℝ → ℝ) : ℝ := w / (2 * π) * ∫ t in (0 : ℝ)..(2 * π / w), f t

/-- Mean power `E d'` delivered by the field to a dipole of polarizability `α`. -/
def meanWork (w : ℝ) (α E0 : ℂ) : ℝ :=
  periodAverage w (fun t => harmonic E0 w t * deriv (harmonic (α * E0) w) t)

/-- Mean energy flux `c E² / (4π)` of the wave, in Gaussian units. -/
def meanFlux (c w : ℝ) (E0 : ℂ) : ℝ :=
  c / (4 * π) * periodAverage w (fun t => harmonic E0 w t ^ 2)

/-- Mean power `2 d''² / (3c³)` radiated by the dipole according to Larmor's formula. -/
def meanRadiated (c w : ℝ) (α E0 : ℂ) : ℝ :=
  2 / (3 * c ^ 3) * periodAverage w (fun t => deriv (deriv (harmonic (α * E0) w)) t ^ 2)

/-- The extinction cross section `4π w Im α / c`. -/
def extinction (c w : ℝ) (α : ℂ) : ℝ := 4 * π * w * α.im / c

/-- The scattering cross section `(8π/3) (w/c)⁴ |α|²`. -/
def scattering (c w : ℝ) (α : ℂ) : ℝ := 8 * π / 3 * (w / c) ^ 4 * ‖α‖ ^ 2

/-- The resonance denominator `w0² - w² - i g w`. -/
def resonance (w0 g w : ℝ) : ℂ := ((w0 ^ 2 - w ^ 2 : ℝ) : ℂ) - Complex.I * ((g * w : ℝ) : ℂ)

/-- The polarizability `(e²/m) / (w0² - w² - i g w)` of a bound charge. -/
def polarizability (m e w0 g w : ℝ) : ℂ := ((e ^ 2 / m : ℝ) : ℂ) / resonance w0 g w

/-- The radiative damping rate `2 e² w² / (3 m c³)`. -/
def radiativeRate (m e c w : ℝ) : ℝ := 2 * e ^ 2 * w ^ 2 / (3 * m * c ^ 3)

lemma harmonic_eq (A : ℂ) (w t : ℝ) :
    harmonic A w t = A.re * Real.cos (w * t) + A.im * Real.sin (w * t) := by
  have h : -(Complex.I * w * t) = ((-(w * t) : ℝ) : ℂ) * Complex.I := by
    push_cast; ring
  rw [harmonic, h, Complex.exp_mul_I, ← Complex.ofReal_cos, ← Complex.ofReal_sin]
  simp only [Complex.mul_re, Complex.add_re, Complex.add_im, Complex.mul_im, Complex.ofReal_re,
    Complex.ofReal_im, Complex.I_re, Complex.I_im, Real.cos_neg, Real.sin_neg]
  ring

/-- The time derivative of a harmonic signal has the amplitude multiplied by `-iw`. -/
theorem harmonic_hasDerivAt (A : ℂ) (w t : ℝ) :
    HasDerivAt (harmonic A w) (harmonic (-(Complex.I * w) * A) w t) t := by
  have hf : harmonic A w = fun s => A.re * Real.cos (w * s) + A.im * Real.sin (w * s) :=
    funext (harmonic_eq A w)
  have h : HasDerivAt (fun s : ℝ => w * s) w t := by
    simpa using (hasDerivAt_id' t).const_mul w
  rw [hf, harmonic_eq]
  refine ((h.cos.const_mul A.re).fun_add (h.sin.const_mul A.im)).congr_deriv ?_
  simp only [Complex.mul_re, Complex.mul_im, Complex.neg_re, Complex.neg_im, Complex.ofReal_re,
    Complex.ofReal_im, Complex.I_re, Complex.I_im]
  ring

lemma harmonic_deriv (A : ℂ) (w : ℝ) :
    deriv (harmonic A w) = harmonic (-(Complex.I * w) * A) w :=
  funext fun t => (harmonic_hasDerivAt A w t).deriv

/-- The period average of a product of two harmonic signals is `Re (A conj B) / 2`. -/
theorem periodAverage_mul {w : ℝ} (hw : 0 < w) (A B : ℂ) :
    periodAverage w (fun t => harmonic A w t * harmonic B w t) = (A * conj B).re / 2 := by
  have hw' := hw.ne'
  have cont (C : ℂ) : Continuous (harmonic C w) :=
    continuous_iff_continuousAt.2 fun t => (harmonic_hasDerivAt C w t).continuousAt
  have hcont : Continuous (fun t => harmonic A w t * harmonic B w t) := (cont A).mul (cont B)
  obtain ⟨P, hP⟩ : ∃ P, P * w = (A.re * B.re - A.im * B.im) / 2 :=
    ⟨_ / w, div_mul_cancel₀ _ hw'⟩
  obtain ⟨Q, hQ⟩ : ∃ Q, Q * w = (A.re * B.im + A.im * B.re) / 2 :=
    ⟨_ / w, div_mul_cancel₀ _ hw'⟩
  -- an explicit antiderivative: a linear drift plus terms that vanish after a full period
  have hF (t : ℝ) : HasDerivAt (fun s => (A.re * B.re + A.im * B.im) / 2 * s +
      (P * (Real.sin (w * s) * Real.cos (w * s)) + Q * (Real.sin (w * s) * Real.sin (w * s))))
      (harmonic A w t * harmonic B w t) t := by
    have h : HasDerivAt (fun s : ℝ => w * s) w t := by
      simpa using (hasDerivAt_id' t).const_mul w
    refine (((hasDerivAt_id' t).const_mul _).fun_add (((h.sin.fun_mul h.cos).const_mul P).fun_add
      ((h.sin.fun_mul h.sin).const_mul Q))).congr_deriv ?_
    rw [harmonic_eq, harmonic_eq]
    linear_combination (Real.cos (w * t) ^ 2 - Real.sin (w * t) ^ 2) * hP +
      2 * Real.sin (w * t) * Real.cos (w * t) * hQ -
      (A.re * B.re + A.im * B.im) / 2 * Real.sin_sq_add_cos_sq (w * t)
  have hper : w * (2 * π / w) = 2 * π := by field_simp
  rw [periodAverage, intervalIntegral.integral_eq_sub_of_hasDerivAt (fun t _ => hF t)
    (hcont.intervalIntegrable _ _)]
  simp only [hper, Real.sin_two_pi, Real.sin_zero, mul_zero, zero_mul, add_zero, sub_zero,
    Complex.mul_re, Complex.conj_re, Complex.conj_im]
  field_simp
  ring

lemma periodAverage_sq {w : ℝ} (hw : 0 < w) (A : ℂ) :
    periodAverage w (fun t => harmonic A w t ^ 2) = ‖A‖ ^ 2 / 2 := by
  rw [show (fun t => harmonic A w t ^ 2) = fun t => harmonic A w t * harmonic A w t from
    funext fun t => sq _, periodAverage_mul hw, Complex.sq_norm, Complex.normSq_apply]
  simp only [Complex.mul_re, Complex.conj_re, Complex.conj_im]
  ring

/-- The mean power delivered to the dipole is `(w/2) Im α |E0|²`. -/
theorem meanWork_eq {w : ℝ} (hw : 0 < w) (α E0 : ℂ) :
    meanWork w α E0 = w / 2 * α.im * ‖E0‖ ^ 2 := by
  rw [meanWork, harmonic_deriv, periodAverage_mul hw, Complex.sq_norm, Complex.normSq_apply]
  simp only [Complex.mul_re, Complex.mul_im, Complex.conj_re, Complex.conj_im, Complex.neg_re,
    Complex.neg_im, Complex.ofReal_re, Complex.ofReal_im, Complex.I_re, Complex.I_im]
  ring

/-- The mean power delivered to the dipole is the extinction cross section times the flux. -/
theorem meanWork_eq_extinction {c w : ℝ} (hc : 0 < c) (hw : 0 < w) (α E0 : ℂ) :
    meanWork w α E0 = extinction c w α * meanFlux c w E0 := by
  rw [meanWork_eq hw, meanFlux, periodAverage_sq hw, extinction]
  field_simp

/-- The mean radiated power is the scattering cross section times the flux. -/
theorem meanRadiated_eq_scattering {c w : ℝ} (hc : 0 < c) (hw : 0 < w) (α E0 : ℂ) :
    meanRadiated c w α E0 = scattering c w α * meanFlux c w E0 := by
  have hn : ‖-(Complex.I * w) * (-(Complex.I * w) * (α * E0))‖ ^ 2 =
      w ^ 4 * ‖α‖ ^ 2 * ‖E0‖ ^ 2 := by
    simp only [norm_mul, norm_neg, Complex.norm_I, Complex.norm_real, Real.norm_eq_abs,
      abs_of_pos hw]
    ring
  rw [meanRadiated, harmonic_deriv, harmonic_deriv, periodAverage_sq hw, hn, meanFlux,
    periodAverage_sq hw, scattering]
  field_simp
  ring

lemma resonance_ne_zero {g w : ℝ} (w0 : ℝ) (hg : 0 < g) (hw : 0 < w) :
    resonance w0 g w ≠ 0 := by
  intro h
  have h' := congrArg Complex.im h
  simp only [resonance, Complex.sub_im, Complex.mul_im, Complex.ofReal_re, Complex.ofReal_im,
    Complex.I_re, Complex.I_im, Complex.zero_im] at h'
  have := mul_pos hg hw
  linarith

/-- The induced dipole obeys the driven oscillator equation `m (d'' + g d' + w0² d) = e² E`. -/
theorem dipole_equation {m g w : ℝ} (e w0 : ℝ) (hm : 0 < m) (hg : 0 < g) (hw : 0 < w)
    (E0 : ℂ) (t : ℝ) :
    let d := harmonic (polarizability m e w0 g w * E0) w
    m * (deriv (deriv d) t + g * deriv d t + w0 ^ 2 * d t) = e ^ 2 * harmonic E0 w t := by
  intro d
  have hα : (m : ℂ) * (resonance w0 g w * polarizability m e w0 g w) = ((e ^ 2 : ℝ) : ℂ) := by
    rw [polarizability, ← mul_div_assoc, mul_div_cancel_left₀ _ (resonance_ne_zero w0 hg hw),
      ← Complex.ofReal_mul]
    congr 1
    field_simp
  simp only [d, harmonic_deriv]
  generalize polarizability m e w0 g w = α at hα ⊢
  -- the complex amplitude equation, multiplied by the oscillating phase
  have h : (m : ℂ) * ((-(Complex.I * w) * (-(Complex.I * w) * (α * E0))) *
      Complex.exp (-(Complex.I * w * t)) +
      (g : ℂ) * ((-(Complex.I * w) * (α * E0)) * Complex.exp (-(Complex.I * w * t))) +
      ((w0 ^ 2 : ℝ) : ℂ) * ((α * E0) * Complex.exp (-(Complex.I * w * t)))) =
      ((e ^ 2 : ℝ) : ℂ) * (E0 * Complex.exp (-(Complex.I * w * t))) := by
    rw [resonance] at hα
    push_cast at hα ⊢
    linear_combination E0 * Complex.exp (-(Complex.I * w * t)) * hα +
      m * w ^ 2 * α * E0 * Complex.exp (-(Complex.I * w * t)) * Complex.I_sq
  have h' := congrArg Complex.re h
  simp only [Complex.re_ofReal_mul, Complex.add_re] at h'
  exact h'

lemma polarizability_im {m : ℝ} (e w0 g w : ℝ) (hm : 0 < m) :
    e ^ 2 * (polarizability m e w0 g w).im = m * g * w * ‖polarizability m e w0 g w‖ ^ 2 := by
  have h : e ^ 2 / m * (polarizability m e w0 g w).im =
      g * w * ‖polarizability m e w0 g w‖ ^ 2 := by
    have hi : (resonance w0 g w).im = -(g * w) := by
      simp only [resonance, Complex.sub_im, Complex.mul_im, Complex.ofReal_re,
        Complex.ofReal_im, Complex.I_re, Complex.I_im]
      ring
    rw [Complex.sq_norm, polarizability, map_div₀, Complex.normSq_ofReal, Complex.div_im, hi,
      Complex.ofReal_re, Complex.ofReal_im]
    ring
  have hk : e ^ 2 = m * (e ^ 2 / m) := by field_simp
  linear_combination (polarizability m e w0 g w).im * hk + m * h

lemma polarizability_ne_zero {m e g w : ℝ} (w0 : ℝ) (hm : 0 < m) (he : e ≠ 0) (hg : 0 < g)
    (hw : 0 < w) : polarizability m e w0 g w ≠ 0 :=
  div_ne_zero (Complex.ofReal_ne_zero.2 (div_ne_zero (pow_ne_zero 2 he) hm.ne'))
    (resonance_ne_zero w0 hg hw)

/-- For a damped bound charge, extinction equals scattering exactly when the damping rate is
the radiative one. -/
theorem extinction_eq_scattering_iff {m e c g w : ℝ} (w0 : ℝ) (hm : 0 < m) (he : e ≠ 0)
    (hc : 0 < c) (hg : 0 < g) (hw : 0 < w) :
    extinction c w (polarizability m e w0 g w) = scattering c w (polarizability m e w0 g w) ↔
      g = radiativeRate m e c w := by
  have hα := polarizability_ne_zero w0 hm he hg hw
  have hrel := polarizability_im e w0 g w hm
  generalize polarizability m e w0 g w = α at hα hrel ⊢
  have him : α.im = m * g * w * ‖α‖ ^ 2 / e ^ 2 := by
    rw [eq_div_iff (pow_ne_zero 2 he)]
    linarith
  have hN : 0 < ‖α‖ := norm_pos_iff.2 hα
  -- the mismatch of the cross sections is proportional to the mismatch of the damping rates
  have key : extinction c w α - scattering c w α =
      4 * π * m * w ^ 2 * ‖α‖ ^ 2 / (c * e ^ 2) * (g - radiativeRate m e c w) := by
    rw [extinction, scattering, radiativeRate, him]
    field_simp
    ring
  have hK : 0 < 4 * π * m * w ^ 2 * ‖α‖ ^ 2 / (c * e ^ 2) := by positivity
  rw [← sub_eq_zero, key, mul_eq_zero, or_iff_right hK.ne', sub_eq_zero]

/-- With radiative damping, the extinction cross section `4π w Im α / c` is positive and equals
the scattering cross section `(8π/3) (w/c)⁴ |α|²`. -/
theorem radiative_damping_balance {m e c w : ℝ} (w0 : ℝ) (hm : 0 < m) (he : e ≠ 0)
    (hc : 0 < c) (hw : 0 < w) :
    let α := polarizability m e w0 (radiativeRate m e c w) w
    0 < 4 * π * w * α.im / c ∧
      4 * π * w * α.im / c = 8 * π / 3 * (w / c) ^ 4 * ‖α‖ ^ 2 := by
  intro α
  have hg : 0 < radiativeRate m e c w := by
    unfold radiativeRate
    positivity
  have hN : 0 < ‖α‖ := norm_pos_iff.2 (polarizability_ne_zero w0 hm he hg hw)
  have h : 4 * π * w * α.im / c = 8 * π / 3 * (w / c) ^ 4 * ‖α‖ ^ 2 :=
    (extinction_eq_scattering_iff w0 hm he hc hg hw).2 rfl
  refine ⟨?_, h⟩
  rw [h]
  positivity

end

end RadiativeDampingBalance
```

```lean
#print axioms RadiativeDampingBalance.meanWork_eq_extinction
-- 'RadiativeDampingBalance.meanWork_eq_extinction' depends on axioms: [propext, Classical.choice, Quot.sound]
#print axioms RadiativeDampingBalance.meanRadiated_eq_scattering
-- 'RadiativeDampingBalance.meanRadiated_eq_scattering' depends on axioms: [propext, Classical.choice, Quot.sound]
#print axioms RadiativeDampingBalance.dipole_equation
-- 'RadiativeDampingBalance.dipole_equation' depends on axioms: [propext, Classical.choice, Quot.sound]
#print axioms RadiativeDampingBalance.radiative_damping_balance
-- 'RadiativeDampingBalance.radiative_damping_balance' depends on axioms: [propext, Classical.choice, Quot.sound]
```

### How the proof follows the calculation

`harmonic_eq` rewrites a signal in cosines and sines, and `harmonic_hasDerivAt` proves the rule $A\mapsto -iwA$.

`periodAverage_mul` computes the average of a product from an explicit antiderivative: a linear drift with slope $\frac12(A_rB_r+A_iB_i)$, plus multiples of $\sin wt\cos wt$ and $\sin^2wt$. The constants `P` and `Q` are chosen so that its derivative is the product of the signals. By the fundamental theorem of calculus only the drift survives a full period. `periodAverage_sq` is the case $A=B$, and the three power formulas follow by inserting amplitudes.

`dipole_equation` justifies the polarizability. It multiplies the amplitude equation by $E_0e^{-iwt}$ and takes real parts, which gives the driven oscillator equation at every time `t`. `polarizability_im` is the relation $e^2\,\mathrm{Im}\,\alpha=mgw|\alpha|^2$.

In `extinction_eq_scattering_iff`, the step `key` is the factorized difference displayed above, and `hK` says that its prefactor is positive, which uses `polarizability_ne_zero`. A product with one nonzero factor vanishes only if the other factor does. The last theorem applies this equivalence at the radiative rate and reads positivity off the scattering side, where $|\alpha|^2>0$.

### Radiation reaction as a force

The damping could also have been modelled by the radiation reaction force, with the equation

$$m(d''-\tau d'''+w_0^2d)=e^2E,\qquad \tau=\frac{2e^2}{3mc^3}.$$

For a harmonic signal $d'''=-w^2d'$, so this reproduces $g=\tau w^2$ and the same $\alpha$. The rate would then come from a single force law, with $\tau$ independent of frequency, and would no longer be set separately for each $w$. That law is itself an approximation for $w\tau\ll1$. In exchange, the third-order equation has runaway solutions, which an initial-value treatment would have to exclude.

### Consequence for computed polarizabilities

For a single linear, isotropic dipole at one frequency, a real nonzero polarizability, such as an undamped response calculation gives away from its poles, predicts scattering without extinction. Using it in a light-scattering simulation of such dipoles therefore calls for a radiative correction if energy is to balance. Replacing $1/\alpha$ by $1/\alpha-\frac{2i}{3}(w/c)^3$ is one that makes the two cross sections of a single dipole equal.
